# With a constant energy gain \(g>0\), charged surface defects in the depletion-layer model have the optimal charge density \(\sqrt{2eDg}\)

## Charges, field and energies

A semiconductor fills the half-space \(z\ge 0\). Its permittivity is \(e\) (not the elementary charge), and its ionised dopants have a uniform charge density of magnitude \(D\). Defects at \(z=0\) carry a charge \(n\ge 0\) per unit area. The dopant charge has the opposite sign and compensates them in a depletion layer of width \(w=n/D\). All quantities are real numbers in consistent SI-type units. Signs are chosen for positive defects and a negative space charge; the mirror case has the same energies.

```lean
import Mathlib

open MeasureTheory

namespace DepletionLimitedDefects

noncomputable section
```

The field at depth \(z\) in the layer is

\[
F(z)=\frac{D}{e}\left(\frac{n}{D}-z\right).
\]

```lean
/-- Electric field at depth `z` in a depletion layer of width `n / D`, for permittivity `e`,
dopant charge density `D` and surface charge density `n`. -/
def depletionField (e D n z : ℝ) : ℝ := D / e * (n / D - z)
```

The field energy per area is the integral of the energy density over the layer:

\[
U(n)=\int_0^{n/D}\frac e2\,F(z)^2\,dz .
\]

```lean
/-- Electrostatic energy per area stored in the depletion layer. -/
def fieldEnergy (e D n : ℝ) : ℝ :=
  ∫ z in (0 : ℝ)..(n / D), e / 2 * depletionField e D n z ^ 2
```

The band bending is the potential drop across the layer, \(V(n)=\int_0^{n/D}F(z)\,dz\).

```lean
/-- Potential drop across the depletion layer. -/
def bandBending (e D n : ℝ) : ℝ :=
  ∫ z in (0 : ℝ)..(n / D), depletionField e D n z
```

Each unit of defect charge gains an energy \(g\). This constant stands for the energy released, per unit of defect charge, when a defect forms and exchanges its electrons with the bulk reservoir, at fixed chemical potentials and before any band bending. It is an energy per charge, hence a voltage. The surface energy, relative to the defect-free surface, is

\[
E(n)=-g\,n+U(n).
\]

```lean
/-- Energy per area of a surface with defect charge density `n`, when each unit of charge
gains the energy `g` and the depletion field costs its electrostatic energy. -/
def surfaceEnergy (e D g n : ℝ) : ℝ := -g * n + fieldEnergy e D n
```

The candidate for the optimum is \(n_0=\sqrt{2eDg}\).

```lean
/-- The defect charge density `√(2 e D g)`. -/
def optimalDensity (e D g : ℝ) : ℝ := √(2 * e * D * g)
```

In Lean these are `depletionField`, `fieldEnergy`, `bandBending`, `surfaceEnergy` and `optimalDensity`. The model assumes complete depletion with a sharp edge, a crystal thicker than the layer, and a continuous defect charge. It leaves out configurational entropy, lateral interactions between discrete defects, and inversion at strong band bending. Within these limits, an electronic-structure calculation can supply \(g\): it is minus the formation energy of the charged defect, taken at the bulk Fermi level and without band bending, divided by the charge of the defect. The model turns this value, if positive, into an equilibrium defect charge.

## (a) Gauss's law in the layer

**Task.** Show that \(F\) belongs to a uniform space charge \(-D\), vanishes at the layer edge and matches the surface charge \(n\).

**Solution.** Multiplying out gives \(eF(z)=n-Dz\). Its derivative is \(-D\), which is Gauss's law for the space charge. At \(z=n/D\) it is zero, and at \(z=0\) it equals \(n\), as required when there is no field outside the crystal.

The theorem states these three facts as one conjunction, for nonzero \(e\) and \(D\) and any real \(n\). `HasDerivAt` says that the derivative exists and has the given value. The proof differentiates the linear function, and `field_simp` cancels \(e\) and \(D\).

```lean
/-- The depletion field obeys Gauss's law with a uniform space charge `-D`, vanishes at the
edge of the layer, and matches the surface charge `n` at `z = 0`. -/
theorem depletionField_gauss {e D : ℝ} (he : e ≠ 0) (hD : D ≠ 0) (n : ℝ) :
    (∀ z, HasDerivAt (fun z => e * depletionField e D n z) (-D) z) ∧
      depletionField e D n (n / D) = 0 ∧ e * depletionField e D n 0 = n := by
  refine ⟨fun z => ?_, ?_, ?_⟩
  · have h := (((hasDerivAt_id' z).const_sub (n / D)).const_mul (D / e)).const_mul e
    refine h.congr_deriv ?_
    field_simp
  · simp [depletionField]
  · unfold depletionField
    rw [sub_zero]
    field_simp
```

## (b) The cubic field energy

**Task.** Show that \(6eD\,U(n)=n^3\).

**Solution.** With \(w=n/D\), an antiderivative of the energy density \(\frac{D^2}{2e}(w-z)^2\) is \(-\frac{D^2}{6e}(w-z)^3\). It vanishes at \(z=w\), so

\[
U(n)=\frac{D^2w^3}{6e}=\frac{n^3}{6eD}.
\]

One factor of \(n\) comes from the width of the layer and two come from the square of the field.

In the proof, `h` verifies the antiderivative and `hc` supplies the continuity that makes the energy density integrable. The fundamental theorem of calculus then evaluates the integral, and `field_simp` and `ring` finish the algebra.

```lean
/-- The field energy `U` of the depletion layer is cubic in the surface charge:
`6 e D U = n³`. -/
theorem fieldEnergy_cubic {e D : ℝ} (he : e ≠ 0) (hD : D ≠ 0) (n : ℝ) :
    6 * e * D * fieldEnergy e D n = n ^ 3 := by
  -- an antiderivative of the energy density
  have h : ∀ z, HasDerivAt (fun z => -(D ^ 2 / (6 * e)) * (n / D - z) ^ 3)
      (e / 2 * depletionField e D n z ^ 2) z := by
    intro z
    have h0 : HasDerivAt (fun z => (n / D - z) ^ 3) (-3 * (n / D - z) ^ 2) z := by
      have h1 := ((hasDerivAt_id' z).const_sub (n / D)).fun_pow 3
      refine h1.congr_deriv ?_
      norm_num
    refine (h0.const_mul (-(D ^ 2 / (6 * e)))).congr_deriv ?_
    unfold depletionField
    generalize n / D - z = u
    field_simp
    ring
  have hc : Continuous (fun z => e / 2 * depletionField e D n z ^ 2) := by
    unfold depletionField
    fun_prop
  rw [fieldEnergy, intervalIntegral.integral_eq_sub_of_hasDerivAt (fun z _ => h z)
    (hc.intervalIntegrable _ _)]
  simp only [sub_self, sub_zero]
  field_simp
  ring
```

## (c) The quadratic band bending

**Task.** Show that \(2eD\,V(n)=n^2\).

**Solution.** An antiderivative of \(F\) is \(-\frac{D}{2e}(w-z)^2\), which again vanishes at \(z=w\). Hence

\[
V(n)=\frac{Dw^2}{2e}=\frac{n^2}{2eD}.
\]

The proof has the same structure as in part (b), with the power lowered by one.

```lean
/-- The band bending `V` is quadratic in the surface charge: `2 e D V = n²`. -/
theorem bandBending_quadratic {e D : ℝ} (he : e ≠ 0) (hD : D ≠ 0) (n : ℝ) :
    2 * e * D * bandBending e D n = n ^ 2 := by
  -- an antiderivative of the field
  have h : ∀ z, HasDerivAt (fun z => -(D / (2 * e)) * (n / D - z) ^ 2)
      (depletionField e D n z) z := by
    intro z
    have h0 : HasDerivAt (fun z => (n / D - z) ^ 2) (-2 * (n / D - z)) z := by
      have h1 := ((hasDerivAt_id' z).const_sub (n / D)).fun_pow 2
      refine h1.congr_deriv ?_
      norm_num
    refine (h0.const_mul (-(D / (2 * e)))).congr_deriv ?_
    unfold depletionField
    generalize n / D - z = u
    field_simp
  have hc : Continuous (fun z => depletionField e D n z) := by
    unfold depletionField
    fun_prop
  rw [bandBending, intervalIntegral.integral_eq_sub_of_hasDerivAt (fun z _ => h z)
    (hc.intervalIntegrable _ _)]
  simp only [sub_self, sub_zero]
  field_simp
  ring
```

## (d) The energy difference from \(n_0\)

**Task.** For \(e,D,g>0\), show that

\[
6eD\,\bigl(E(n)-E(n_0)\bigr)=(n-n_0)^2(n+2n_0).
\]

**Solution.** Part (b) and \(n_0^2=2eDg\) give

\[
6eD\,E(n)=n^3-6eDg\,n=n^3-3n_0^2\,n .
\]

At \(n=n_0\) this is \(-2n_0^3\). The difference is therefore

\[
n^3-3n_0^2\,n+2n_0^3=(n-n_0)^2(n+2n_0),
\]

as multiplying out the right-hand side confirms.

In Lean, `hs` is the identity \(n_0^2=2eDg\), while `h1` and `h2` are the cubic law at \(n\) and at \(n_0\). The `linear_combination` line states how these three equations add up to the claim.

```lean
/-- The energy difference between a density `n` and the density `n₀ = √(2 e D g)` is
`(n - n₀)² (n + 2 n₀)`, in units of `1 / (6 e D)`. -/
theorem surfaceEnergy_gap {e D g : ℝ} (he : 0 < e) (hD : 0 < D) (hg : 0 < g) (n : ℝ) :
    6 * e * D * (surfaceEnergy e D g n - surfaceEnergy e D g (optimalDensity e D g)) =
      (n - optimalDensity e D g) ^ 2 * (n + 2 * optimalDensity e D g) := by
  have hs : optimalDensity e D g ^ 2 = 2 * e * D * g := Real.sq_sqrt (by positivity)
  have h1 := fieldEnergy_cubic he.ne' hD.ne' n
  have h2 := fieldEnergy_cubic he.ne' hD.ne' (optimalDensity e D g)
  unfold surfaceEnergy
  linear_combination h1 - h2 + 3 * (n - optimalDensity e D g) * hs
```

## (e) The unique minimum

**Task.** For \(e,D,g>0\), show that \(n_0>0\) and that every other density \(n\ge 0\) has a strictly higher surface energy.

**Solution.** The number \(2eDg\) is positive, and so is its square root. If \(n\ge 0\) and \(n\ne n_0\), then \((n-n_0)^2>0\) and \(n+2n_0>0\). By part (d) the product \(6eD\,(E(n)-E(n_0))\) is positive, and dividing by \(6eD>0\) gives \(E(n)>E(n_0)\).

The case \(n=0\) is included, so the defect-free surface is not the ground state. The defects nevertheless limit themselves, because beyond \(n_0\) the cubic cost grows faster with \(n\) than the linear gain. The condition \(n\ge 0\) matters: for \(n<-2n_0\) the factor \(n+2n_0\) is negative, and the formula would give unphysical lower energies.

The Lean proof follows the same order: `hsq` is the positive square, `hpos` the positive product, and the last line removes the factor \(6eD\).

```lean
/-- For positive `e`, `D` and `g`, the density `√(2 e D g)` is positive, and every other nonnegative
density has a strictly higher surface energy. -/
theorem optimalDensity_unique_minimizer {e D g : ℝ} (he : 0 < e) (hD : 0 < D) (hg : 0 < g) :
    0 < optimalDensity e D g ∧ ∀ n, 0 ≤ n → n ≠ optimalDensity e D g →
      surfaceEnergy e D g (optimalDensity e D g) < surfaceEnergy e D g n := by
  have h0 : 0 < optimalDensity e D g := Real.sqrt_pos.mpr (by positivity)
  refine ⟨h0, fun n hn hne => ?_⟩
  have hsq : 0 < (n - optimalDensity e D g) ^ 2 :=
    sq_pos_of_ne_zero (sub_ne_zero.mpr hne)
  have hpos := mul_pos hsq (by linarith : 0 < n + 2 * optimalDensity e D g)
  rw [← surfaceEnergy_gap he hD hg n] at hpos
  have h6 : 0 < 6 * e * D := by positivity
  exact sub_pos.mp ((mul_pos_iff_of_pos_left h6).mp hpos)
```

## (f) The energy at the minimum

**Task.** For \(e,D,g>0\), show that \(E(n_0)=-\tfrac23\,g\,n_0\).

**Solution.** From part (d), \(6eD\,E(n_0)=-2n_0^3\). Replacing one factor \(n_0^2\) by \(2eDg\) gives

\[
E(n_0)=-\frac{n_0^3}{3eD}=-\frac{2eDg\,n_0}{3eD}=-\frac23\,g\,n_0 .
\]

The field thus takes back one third of the gain \(g\,n_0\).

Lean multiplies both sides by the nonzero number \(6eD\), using `mul_left_cancel₀`, and combines the cubic law with `hs`.

```lean
/-- At the density `√(2 e D g)` the surface energy is minus two thirds of the energy `g`
times that density. -/
theorem surfaceEnergy_optimal {e D g : ℝ} (he : 0 < e) (hD : 0 < D) (hg : 0 < g) :
    surfaceEnergy e D g (optimalDensity e D g) = -(2 / 3) * g * optimalDensity e D g := by
  have hs : optimalDensity e D g ^ 2 = 2 * e * D * g := Real.sq_sqrt (by positivity)
  have h2 := fieldEnergy_cubic he.ne' hD.ne' (optimalDensity e D g)
  have h6 : 6 * e * D ≠ 0 := by positivity
  apply mul_left_cancel₀ h6
  unfold surfaceEnergy
  linear_combination h2 + optimalDensity e D g * hs
```

## (g) Band bending equal to the gain

**Task.** For \(e,D,g>0\) and \(n\ge 0\), show that \(V(n)=g\) exactly when \(n=n_0\).

**Solution.** By part (c), \(V(n)=g\) is equivalent to \(n^2=2eDg\). Since \(n\ge 0\), this means \(n=\sqrt{2eDg}=n_0\).

This is the balance expected at a minimum. Differentiating the cubic law by hand gives \(dU/dn=n^2/(2eD)=V(n)\), so a further small charge gains \(g\) per unit and pays \(V\) per unit.

The two directions of the equivalence are proved separately. The first takes the square root, where `Real.sqrt_sq` needs \(n\ge 0\); the second cancels the factor \(2eD\).

```lean
/-- For a nonnegative defect charge density, the band bending equals the energy gain `g` per
unit charge exactly when the density is `√(2 e D g)`. -/
theorem bandBending_eq_gain_iff {e D g n : ℝ} (he : 0 < e) (hD : 0 < D) (hg : 0 < g)
    (hn : 0 ≤ n) : bandBending e D n = g ↔ n = optimalDensity e D g := by
  have hV := bandBending_quadratic he.ne' hD.ne' n
  constructor
  · intro h
    rw [h] at hV
    rw [optimalDensity, hV, Real.sqrt_sq hn]
  · intro h
    have hs : optimalDensity e D g ^ 2 = 2 * e * D * g := Real.sq_sqrt (by positivity)
    rw [← h] at hs
    have h2 : 2 * e * D ≠ 0 := by positivity
    exact mul_left_cancel₀ h2 (hV.trans hs)
```

## (h) No gain, no charged defects

**Task.** Let \(e,D>0\) and \(g\le 0\). Show that \(E(0)<E(n)\) for every \(n>0\).

**Solution.** At \(n=0\) the layer has zero width, so \(E(0)=0\). For \(n>0\) the term \(-g\,n\) is nonnegative and \(U(n)=n^3/(6eD)\) is positive, so \(E(n)>0\).

In Lean, `h0` is the zero energy of the bare surface, `hU` the positive field energy obtained from part (b), and `hgn` the nonnegative linear term; `linarith` adds them. Together with part (e), this places the onset of charging in the model at \(g=0\).

```lean
/-- If charging the surface gains no energy (`g ≤ 0`), the defect-free surface has a strictly
lower energy than any surface with positive defect charge density. -/
theorem bare_surface_stable {e D g n : ℝ} (he : 0 < e) (hD : 0 < D) (hg : g ≤ 0)
    (hn : 0 < n) : surfaceEnergy e D g 0 < surfaceEnergy e D g n := by
  have h0 : surfaceEnergy e D g 0 = 0 := by simp [surfaceEnergy, fieldEnergy]
  have h6 : 0 < 6 * e * D := by positivity
  have hU : 0 < fieldEnergy e D n := by
    apply (mul_pos_iff_of_pos_left h6).mp
    rw [fieldEnergy_cubic he.ne' hD.ne' n]
    positivity
  have hgn : 0 ≤ -g * n := mul_nonneg (by linarith) hn.le
  rw [h0, surfaceEnergy]
  linarith

end

end DepletionLimitedDefects
```

```lean
#print axioms DepletionLimitedDefects.optimalDensity_unique_minimizer
#print axioms DepletionLimitedDefects.surfaceEnergy_optimal
#print axioms DepletionLimitedDefects.bandBending_eq_gain_iff
#print axioms DepletionLimitedDefects.bare_surface_stable
```

```
'DepletionLimitedDefects.optimalDensity_unique_minimizer' depends on axioms: [propext, Classical.choice, Quot.sound]
'DepletionLimitedDefects.surfaceEnergy_optimal' depends on axioms: [propext, Classical.choice, Quot.sound]
'DepletionLimitedDefects.bandBending_eq_gain_iff' depends on axioms: [propext, Classical.choice, Quot.sound]
'DepletionLimitedDefects.bare_surface_stable' depends on axioms: [propext, Classical.choice, Quot.sound]
```
